# Gap and Energy Curvature Bound the Fidelity Susceptibility of a Real Ground State under Linear Coupling

A nearly straight curve of ground-state energy against coupling suggests that the ground state hardly changes. That inference can fail badly. Take

$$H(g)=\varepsilon\begin{pmatrix}-1&g\\ g&1\end{pmatrix},\qquad \varepsilon>0,$$

with ground energy $-\varepsilon\sqrt{1+g^2}$. At $g=0$ the curvature of the energy is $-\varepsilon$, as small as one likes, yet the eigenvectors do not depend on $\varepsilon$ and turn at the same rate for every $\varepsilon$. The gap, $2\varepsilon$ at $g=0$, shrinks together with the curvature. A small curvature alone therefore does not limit the change of the state; together with a lower bound on the gap, it does.

## From the eigenvalue equation to the bound

Let $H(g)=H_0+gV$ with $H_0$ and $V$ real symmetric, and let $\psi(g)$ be a differentiable unit eigenvector with energy $E(g)$ for every real $g$. Primes denote derivatives in $g$. The claim is that $E''$ exists, that

$$E''=-2\langle\psi',(H-E)\psi'\rangle,$$

and that, if $H-E\ge\Delta>0$ orthogonally to $\psi$ at the coupling considered,

$$\|\psi'\|^2\le\frac{-E''}{2\Delta}.$$

The left side is the fidelity susceptibility, the coefficient of $\delta^2$ in the amount by which the squared overlap of $\psi(g)$ and $\psi(g+\delta)$ falls below one. Write $c=\langle\psi(g),\psi(g+\delta)\rangle$. For unit vectors $\|\psi(g+\delta)-\psi(g)\|^2=2-2c$, so

$$\frac{1-c^2}{\delta^2}=\left\|\frac{\psi(g+\delta)-\psi(g)}{\delta}\right\|^2\frac{1+c}{2}\;\longrightarrow\;\|\psi'(g)\|^2\qquad(\delta\to0),$$

because $c\to1$. With $1-|c|$ in place of $1-c^2$ the limit would be half as large.

Differentiating $\langle\psi,\psi\rangle=1$ gives $\langle\psi,\psi'\rangle=0$. The energy $E=\langle\psi,H\psi\rangle$ is differentiable, since $\psi$ is and $(H\psi)'=V\psi+H\psi'$. Differentiating $H\psi=E\psi$ therefore gives the response equation

$$V\psi+H\psi'=E\psi'+E'\psi.$$

Project it on $\psi$. By symmetry $\langle\psi,H\psi'\rangle=\langle H\psi,\psi'\rangle=E\langle\psi,\psi'\rangle=0$, which leaves the Hellmann–Feynman formula $E'=\langle\psi,V\psi\rangle$. Its right side contains no derivative of $\psi$, so it can be differentiated without assuming that $\psi''$ exists:

$$E''=\langle\psi',V\psi\rangle+\langle\psi,V\psi'\rangle=2\langle\psi',V\psi\rangle.$$

Now project the response equation on $\psi'$. The term with $E'$ vanishes and $\langle\psi',V\psi\rangle=-\langle\psi',(H-E)\psi'\rangle$, which is the formula for $E''$.

Since $\psi'$ is orthogonal to $\psi$, the gap condition applies to it: $\Delta\|\psi'\|^2\le\langle\psi',(H-E)\psi'\rangle=-E''/2$. Dividing by $\Delta$ gives the bound. If instead $H-E\le W$ orthogonally to $\psi$, the same substitution gives $-E''\le2W\|\psi'\|^2$.

For a finite real matrix model with linear coupling, such as a configuration-interaction Hamiltonian in a fixed real basis, the energy curvature and a lower bound on the gap thus limit how fast the ground state changes.

## Hamiltonian and eigenbranch in Lean

The letter `F` denotes the space of states, not the fidelity. It is a real inner product space of any dimension, and real symmetric matrices are the finite-dimensional case.

```lean
import Mathlib

open Filter Topology

namespace FidelitySusceptibility

noncomputable section

variable {F : Type*} [NormedAddCommGroup F] [InnerProductSpace ℝ F]
```

The type `F →L[ℝ] F` consists of continuous linear maps, that is, bounded operators. The coupling enters linearly, which is why no second derivative of $H$ appears in $E''$.

```lean
/-- The Hamiltonian `H(g) = H0 + g V` at coupling `g`. -/
def ham (H0 V : F →L[ℝ] F) (g : ℝ) : F →L[ℝ] F := H0 + g • V
```

An eigenbranch collects the symmetry of both operators, the differentiability and normalisation of the state, and the eigenvalue equation at every real coupling. Differentiability of `E` is not a field; it will be derived. The existence of a differentiable `ψ` is assumed. Nothing here makes the branch the ground state: that comes with the gap condition.

```lean
/-- `ψ(g)` is a differentiable unit eigenvector of `H0 + g V` with eigenvalue `E(g)` for every
real `g`, where `H0` and `V` are symmetric. -/
structure IsEigenBranch (H0 V : F →L[ℝ] F) (ψ : ℝ → F) (E : ℝ → ℝ) : Prop where
  symm_H0 : ∀ x y, inner ℝ (H0 x) y = inner ℝ x (H0 y)
  symm_V : ∀ x y, inner ℝ (V x) y = inner ℝ x (V y)
  diff : Differentiable ℝ ψ
  unit : ∀ g, ‖ψ g‖ = 1
  eigen : ∀ g, ham H0 V g (ψ g) = E g • ψ g
```

The restriction to real spaces leaves out complex Hamiltonians, for which the phase of $\psi(g)$ would also need attention. For electrons in continuous space, the passage from a finite-basis matrix to the full Hamiltonian, whose kinetic energy is unbounded, needs a separate argument.

## Derivatives of the state and the energy

Orthogonality follows by differentiating $\langle\psi,\psi\rangle$ in two ways: by the product rule, and as the constant 1. Uniqueness of the derivative equates the results.

```lean
variable {H0 V : F →L[ℝ] F} {ψ : ℝ → F} {E : ℝ → ℝ}

/-- Along an eigenbranch, the derivative of the state is orthogonal to the state. -/
theorem IsEigenBranch.orthogonal (h : IsEigenBranch H0 V ψ E) (g : ℝ) :
    inner ℝ (ψ g) (deriv ψ g) = 0 := by
  have hψ := (h.diff g).hasDerivAt
  have h1 := hψ.inner ℝ hψ
  have hc : (fun t => inner ℝ (ψ t) (ψ t)) = fun _ : ℝ => (1 : ℝ) := by
    funext t
    rw [real_inner_self_eq_norm_sq, h.unit t, one_pow]
  rw [hc] at h1
  have h2 := h1.unique (hasDerivAt_const g (1 : ℝ))
  rw [real_inner_comm (ψ g) (deriv ψ g)] at h2
  linarith
```

The product rule for $H(g)\psi(g)$ is assembled from the derivatives of $H_0\psi$ and $gV\psi$.

```lean
/-- Product rule for `H(g) ψ(g)` along an eigenbranch: its derivative is `V ψ + H ψ'`. -/
theorem IsEigenBranch.hasDerivAt_ham (h : IsEigenBranch H0 V ψ E) (t : ℝ) :
    HasDerivAt (fun s => ham H0 V s (ψ s)) (V (ψ t) + ham H0 V t (deriv ψ t)) t := by
  have hψ := (h.diff t).hasDerivAt
  have h0 : HasDerivAt (fun s => H0 (ψ s)) (H0 (deriv ψ t)) t :=
    H0.hasFDerivAt.comp_hasDerivAt t hψ
  have hV : HasDerivAt (fun s => V (ψ s)) (V (deriv ψ t)) t :=
    V.hasFDerivAt.comp_hasDerivAt t hψ
  have h1 : HasDerivAt (fun s => H0 (ψ s) + s • V (ψ s))
      (H0 (deriv ψ t) + (t • V (deriv ψ t) + (1 : ℝ) • V (ψ t))) t :=
    h0.add ((hasDerivAt_id' t).smul hV)
  exact h1.congr_deriv (by
    change _ = V (ψ t) + (H0 (deriv ψ t) + t • V (deriv ψ t))
    module)
```

Rewriting `E` as the expectation value $\langle\psi,H\psi\rangle$ makes its differentiability a consequence of the previous lemma.

```lean
/-- The energy of an eigenbranch is differentiable in the coupling. -/
theorem IsEigenBranch.energy_differentiable (h : IsEigenBranch H0 V ψ E) :
    Differentiable ℝ E := by
  have hE : E = fun t => inner ℝ (ψ t) (ham H0 V t (ψ t)) := by
    funext t
    rw [h.eigen t, real_inner_smul_right, real_inner_self_eq_norm_sq, h.unit t]
    ring
  rw [hE]
  exact fun t => ((h.diff t).hasDerivAt.inner ℝ (h.hasDerivAt_ham t)).differentiableAt
```

In the next theorem, `HasDerivAt (deriv E) … g` says that $E'$ has the displayed derivative at $g$. The step `resp` is the response equation, obtained by differentiating both sides of `h.eigen`. The step `hf` is its projection on $\psi$, the Hellmann–Feynman formula, with `hs` moving $H$ across the inner product. After the second differentiation, `a` combines the two equal terms in $V$, `c` removes the term with $E'$, and `b` is the projection on $\psi'$. The final `linarith` puts these together.

```lean
/-- Along an eigenbranch the second derivative of the energy exists and equals
`-2 ⟨ψ', (H - E) ψ'⟩`. -/
theorem IsEigenBranch.energy_second_deriv (h : IsEigenBranch H0 V ψ E) (g : ℝ) :
    HasDerivAt (deriv E)
      (-2 * inner ℝ (deriv ψ g) (ham H0 V g (deriv ψ g) - E g • deriv ψ g)) g := by
  -- differentiate the eigenvalue equation
  have resp : ∀ t, V (ψ t) + ham H0 V t (deriv ψ t)
      = E t • deriv ψ t + deriv E t • ψ t := by
    intro t
    have h1 := h.hasDerivAt_ham t
    have h2 : HasDerivAt (fun s => E s • ψ s) (E t • deriv ψ t + deriv E t • ψ t) t :=
      (h.energy_differentiable t).hasDerivAt.smul (h.diff t).hasDerivAt
    have he : (fun s => ham H0 V s (ψ s)) = fun s => E s • ψ s := funext h.eigen
    rw [he] at h1
    exact h1.unique h2
  -- project on the state to obtain the first derivative
  have hf : deriv E = fun t => inner ℝ (ψ t) (V (ψ t)) := by
    funext t
    have hs : inner ℝ (ham H0 V t (ψ t)) (deriv ψ t)
        = inner ℝ (ψ t) (ham H0 V t (deriv ψ t)) := by
      change inner ℝ (H0 (ψ t) + t • V (ψ t)) (deriv ψ t)
        = inner ℝ (ψ t) (H0 (deriv ψ t) + t • V (deriv ψ t))
      rw [inner_add_left, inner_add_right, real_inner_smul_left, real_inner_smul_right,
        h.symm_H0, h.symm_V]
    rw [h.eigen t, real_inner_smul_left, h.orthogonal t, mul_zero] at hs
    have h3 : inner ℝ (ψ t) (ψ t) = (1 : ℝ) := by
      rw [real_inner_self_eq_norm_sq, h.unit t, one_pow]
    have h1 := congrArg (fun x => inner ℝ (ψ t) x) (resp t)
    simp only [inner_add_right, real_inner_smul_right, ← hs, h.orthogonal t, h3] at h1
    linarith
  -- differentiate once more and project the response on `ψ'`
  have hψ := (h.diff g).hasDerivAt
  have hV : HasDerivAt (fun s => V (ψ s)) (V (deriv ψ g)) g :=
    V.hasFDerivAt.comp_hasDerivAt g hψ
  rw [hf]
  refine (hψ.inner ℝ hV).congr_deriv ?_
  have a : inner ℝ (ψ g) (V (deriv ψ g)) = inner ℝ (deriv ψ g) (V (ψ g)) := by
    rw [← h.symm_V, real_inner_comm]
  have c : inner ℝ (deriv ψ g) (ψ g) = 0 := by
    rw [real_inner_comm, h.orthogonal g]
  have b := congrArg (fun x => inner ℝ (deriv ψ g) x) (resp g)
  simp only [inner_add_right, real_inner_smul_right, c] at b
  rw [inner_sub_right, real_inner_smul_right]
  linarith
```

This formula holds on excited branches too, where $E''$ can be positive.

## The squared overlap

The filter `𝓝[≠] 0` expresses $\delta\to0$ with $\delta\ne0$. In the proof, `h1` is the limit of the squared norm of the difference quotient, `h2` that of the factor $(1+c)/2$, and `h3` their product. The identity `h4` for the distance between unit vectors then turns this product into the overlap expression.

```lean
/-- Along an eigenbranch, the fidelity susceptibility, the limit of
`(1 - ⟨ψ(g), ψ(g+δ)⟩²) / δ²` as `δ → 0` with `δ ≠ 0`, equals `‖ψ'(g)‖²`. -/
theorem IsEigenBranch.fidelity_limit (h : IsEigenBranch H0 V ψ E) (g : ℝ) :
    Tendsto (fun δ : ℝ => (1 - (inner ℝ (ψ g) (ψ (g + δ))) ^ 2) / δ ^ 2) (𝓝[≠] 0)
      (𝓝 (‖deriv ψ g‖ ^ 2)) := by
  have h1 := ((hasDerivAt_iff_tendsto_slope_zero.1 (h.diff g).hasDerivAt).norm).pow 2
  have hc : Continuous fun δ : ℝ => (1 + inner ℝ (ψ g) (ψ (g + δ))) / 2 := by
    have := h.diff.continuous
    fun_prop
  have h2 := (hc.tendsto 0).mono_left (nhdsWithin_le_nhds (s := {0}ᶜ))
  have h3 := h1.mul h2
  rw [add_zero, real_inner_self_eq_norm_sq, h.unit g] at h3
  norm_num at h3
  refine h3.congr fun δ => ?_
  -- for unit vectors `‖ψ(g+δ) - ψ(g)‖² = 2 - 2 ⟨ψ(g), ψ(g+δ)⟩`
  have h4 := norm_sub_sq_real (ψ (g + δ)) (ψ g)
  rw [h.unit, h.unit, real_inner_comm] at h4
  simp only [norm_smul, mul_pow, norm_inv, Real.norm_eq_abs, inv_pow, sq_abs, h4]
  ring
```

## Two-sided estimates from the spectrum

The hypothesis `gap` concerns every `x` orthogonal to the state, of any length, hence the factor `‖x‖ ^ 2`. For a unit vector it says that the mean energy exceeds $E$ by at least $\Delta$. It is required only at the coupling `g` in question, and it makes $\psi(g)$ a nondegenerate ground state there. For a finite matrix with at least two levels, the largest admissible $\Delta$ is the distance from the ground energy to the next level. The proof inserts the formula for $E''$, clears the positive denominator and applies `gap` to $\psi'$.

```lean
/-- If `H - E ≥ Δ > 0` orthogonally to the state at coupling `g` of an eigenbranch, then
`‖ψ'‖² ≤ -E'' / (2Δ)` there. -/
theorem IsEigenBranch.susceptibility_le (h : IsEigenBranch H0 V ψ E) {g Δ : ℝ} (hΔ : 0 < Δ)
    (gap : ∀ x, inner ℝ (ψ g) x = 0 →
      Δ * ‖x‖ ^ 2 ≤ inner ℝ x (ham H0 V g x - E g • x)) :
    ‖deriv ψ g‖ ^ 2 ≤ -deriv (deriv E) g / (2 * Δ) := by
  rw [(h.energy_second_deriv g).deriv, le_div_iff₀ (by positivity)]
  linarith [gap _ (h.orthogonal g)]
```

The reverse estimate uses an upper bound `W` in the same way. For a finite matrix with at least two levels and $\psi$ the ground state, $W$ can be taken as the distance from the ground energy to the highest level.

```lean
/-- If `H - E ≤ W` orthogonally to the state at coupling `g` of an eigenbranch, then
`-E'' ≤ 2 W ‖ψ'‖²` there. -/
theorem IsEigenBranch.curvature_le (h : IsEigenBranch H0 V ψ E) {g W : ℝ}
    (width : ∀ x, inner ℝ (ψ g) x = 0 →
      inner ℝ x (ham H0 V g x - E g • x) ≤ W * ‖x‖ ^ 2) :
    -deriv (deriv E) g ≤ 2 * W * ‖deriv ψ g‖ ^ 2 := by
  rw [(h.energy_second_deriv g).deriv]
  linarith [width _ (h.orthogonal g)]
```

## Equality at an avoided crossing

The example from the opening, with $\varepsilon=1$, shows that the constant in the bound is the best possible. Set $\theta=\arctan g$ and $\psi=(\cos(\theta/2),-\sin(\theta/2))$. Since $\cos\theta=1/\sqrt{1+g^2}$ and $\sin\theta=g/\sqrt{1+g^2}$, the components of $H\psi$ are

$$-\cos\tfrac\theta2-g\sin\tfrac\theta2=-\sqrt{1+g^2}\,\cos\tfrac\theta2,\qquad g\cos\tfrac\theta2-\sin\tfrac\theta2=\sqrt{1+g^2}\,\sin\tfrac\theta2,$$

so $E=-\sqrt{1+g^2}$. At $g=0$ we have $\theta'=1$ and $\psi'=(0,-\tfrac12)$, hence $\|\psi'\|^2=\tfrac14$. There $H-E=\mathrm{diag}(0,2)$ and $E''=-1$, so with $\Delta=2$ the right side of the bound is also $\tfrac14$.

A matrix is first turned into an operator on the two-dimensional Euclidean space.

```lean
/-- The operator on the real two-level space given by a 2 × 2 matrix. -/
def op (A : Matrix (Fin 2) (Fin 2) ℝ) :
    EuclideanSpace ℝ (Fin 2) →L[ℝ] EuclideanSpace ℝ (Fin 2) :=
  Matrix.toEuclideanCLM (n := Fin 2) (𝕜 := ℝ) A
```

Its action is then written out in components.

```lean
/-- The components of a matrix acting on a two-level state. -/
theorem op_apply (A : Matrix (Fin 2) (Fin 2) ℝ) (x : EuclideanSpace ℝ (Fin 2)) (i : Fin 2) :
    (op A x).ofLp i = A i 0 * x.ofLp 0 + A i 1 * x.ofLp 1 := by
  change (A.mulVec x.ofLp) i = _
  simp [Matrix.mulVec, dotProduct, Fin.sum_univ_two]
```

The state is a combination of the two basis vectors, a form that is convenient to differentiate.

```lean
/-- The two-level state `(cos(θ/2), -sin(θ/2))` with `θ = arctan g`. -/
def twoLevelState (g : ℝ) : EuclideanSpace ℝ (Fin 2) :=
  Real.cos (Real.arctan g / 2) • !₂[(1 : ℝ), 0] - Real.sin (Real.arctan g / 2) • !₂[(0 : ℝ), 1]
```

The witness verifies each field of the eigenbranch structure. Symmetry and normalisation are checked in components, and differentiability comes from the arctangent and the trigonometric functions. For the eigenvalue equation, the double-angle formulas `hc` and `hs` reduce both components to polynomial identities, which `linear_combination` closes.

```lean
/-- The avoided crossing `H(g) = [[-1, g], [g, 1]]` has the eigenbranch `twoLevelState` with
energy `-√(1 + g²)`. -/
theorem twoLevel_witness : IsEigenBranch (op !![-1, 0; 0, 1]) (op !![0, 1; 1, 0])
    twoLevelState (fun g => -√(1 + g ^ 2)) where
  symm_H0 x y := by
    simp [PiLp.inner_apply, Fin.sum_univ_two, op_apply]
  symm_V x y := by
    simp [PiLp.inner_apply, Fin.sum_univ_two, op_apply]
    ring
  diff g := by
    have ha := (Real.hasDerivAt_arctan g).div_const 2
    exact ((ha.cos.smul_const _).fun_sub (ha.sin.smul_const _)).differentiableAt
  unit g := by
    have h : ‖twoLevelState g‖ ^ 2 = 1 := by
      simp [EuclideanSpace.norm_sq_eq, Fin.sum_univ_two, twoLevelState]
    exact (pow_eq_one_iff_of_nonneg (norm_nonneg _) two_ne_zero).1 h
  eigen g := by
    have hr : 0 < √(1 + g ^ 2) := by positivity
    have hc := Real.cos_arctan g
    have hs := Real.sin_arctan g
    have h1 := Real.sin_sq_add_cos_sq (Real.arctan g / 2)
    -- double-angle formulas turn the eigenvalue equation into algebra
    rw [show Real.arctan g = 2 * (Real.arctan g / 2) by ring, Real.cos_two_mul,
      eq_div_iff hr.ne'] at hc
    rw [show Real.arctan g = 2 * (Real.arctan g / 2) by ring, Real.sin_two_mul,
      eq_div_iff hr.ne'] at hs
    ext i
    fin_cases i <;> simp [ham, op_apply, twoLevelState] <;>
      generalize Real.cos (Real.arctan g / 2) = c at * <;>
      generalize Real.sin (Real.arctan g / 2) = s at * <;>
      generalize √(1 + g ^ 2) = r at *
    · linear_combination c * hc + s * hs - 2 * r * c * h1
    · linear_combination s * hc - c * hs
```

The last theorem records the equality at $g=0$. Its part `key` shows that orthogonal vectors have a vanishing first component, so that $H-E$ acts on them as 2. The part `hd` computes $\|\psi'\|^2$ directly. The curvature is not found by differentiating the square root twice: with $\Delta=W=2$ the upper and lower estimates coincide and fix its value.

```lean
/-- For the avoided crossing at `g = 0`, `H - E` equals 2 orthogonally to the state, and
`‖ψ'‖²` and `-E'' / (2 · 2)` both equal `1/4`. -/
theorem twoLevel_sharp :
    (∀ x, inner ℝ (twoLevelState 0) x = 0 →
      inner ℝ x (ham (op !![-1, 0; 0, 1]) (op !![0, 1; 1, 0]) 0 x - (-√(1 + 0 ^ 2)) • x)
        = 2 * ‖x‖ ^ 2) ∧
    ‖deriv twoLevelState 0‖ ^ 2 = 1 / 4 ∧
    -deriv (deriv fun g : ℝ => -√(1 + g ^ 2)) 0 / (2 * 2) = 1 / 4 := by
  have key : ∀ x, inner ℝ (twoLevelState 0) x = 0 →
      inner ℝ x (ham (op !![-1, 0; 0, 1]) (op !![0, 1; 1, 0]) 0 x - (-√(1 + 0 ^ 2)) • x)
        = 2 * ‖x‖ ^ 2 := by
    intro x hx
    have h0 : x.ofLp 0 = 0 := by
      simpa [twoLevelState, PiLp.inner_apply, Fin.sum_univ_two] using hx
    simp [EuclideanSpace.norm_sq_eq, PiLp.inner_apply, Fin.sum_univ_two, ham, op_apply, h0]
    ring
  have hd : ‖deriv twoLevelState 0‖ ^ 2 = 1 / 4 := by
    have ha := (Real.hasDerivAt_arctan 0).div_const 2
    have h1 : HasDerivAt twoLevelState _ 0 :=
      (ha.cos.smul_const !₂[(1 : ℝ), 0]).fun_sub (ha.sin.smul_const !₂[(0 : ℝ), 1])
    rw [h1.deriv]
    simp [EuclideanSpace.norm_sq_eq, Fin.sum_univ_two]
    norm_num
  -- the upper and lower estimates coincide
  have hu := twoLevel_witness.susceptibility_le (g := 0) two_pos fun x hx => (key x hx).ge
  have hl := twoLevel_witness.curvature_le (g := 0) fun x hx => (key x hx).le
  rw [hd] at hu hl
  exact ⟨key, hd, by linarith⟩

end

end FidelitySusceptibility
```

```lean
#print axioms FidelitySusceptibility.IsEigenBranch.fidelity_limit
#print axioms FidelitySusceptibility.IsEigenBranch.curvature_le
#print axioms FidelitySusceptibility.twoLevel_sharp
```

```
'FidelitySusceptibility.IsEigenBranch.fidelity_limit' depends on axioms: [propext, Classical.choice, Quot.sound]
'FidelitySusceptibility.IsEigenBranch.curvature_le' depends on axioms: [propext, Classical.choice, Quot.sound]
'FidelitySusceptibility.twoLevel_sharp' depends on axioms: [propext, Classical.choice, Quot.sound]
```
